# A functional of real matrices, differentiable away from zero, is homogeneous of degree k under positive scaling exactly when tr(F(D)D) = kW(D) for all nonzero D, with F the mean field

Let `W` be a real-valued functional of real square matrices of finite size, differentiable at every nonzero matrix, and let its mean field F(D) have as `i j` entry the partial derivative of `W` with respect to the `j i` entry of `D`. The theorem `homogeneous_iff` is Euler's theorem for such functionals: for real k, W(sD) = sᵏW(D) for all s > 0 and nonzero D if and only if tr(F(D)D) = kW(D) for all nonzero D. The matrices stand for density matrices, but they need not be symmetric, idempotent or of fixed trace. One direction differentiates the scaling law at scale 1; the other shows that exp(−kv)W(exp(v)D) has zero derivative in v and is therefore constant. Both rest on the derivative of `W` along the ray through `D`.

The first attempt, which Lean rejects:

```lean
import Mathlib

open Matrix

namespace HomogeneousIff

noncomputable section

attribute [local instance] Matrix.normedAddCommGroup Matrix.normedSpace

variable {n m γ : Type*} [Fintype n] [DecidableEq n] [Fintype m] [DecidableEq m] [Fintype γ]

/-- The mean field at a density matrix `D` where `W` is differentiable: its `i j` entry is the
partial derivative of `W` with respect to the `j i` entry of `D`. -/
def meanField (W : Matrix n n ℝ → ℝ) (D : Matrix n n ℝ) : Matrix n n ℝ :=
  Matrix.of fun i j => fderiv ℝ W D (Matrix.single j i 1)

/-- `W` is homogeneous of degree `k` on nonzero matrices under positive scaling. -/
def Homogeneous (W : Matrix n n ℝ → ℝ) (k : ℝ) : Prop :=
  ∀ s : ℝ, 0 < s → ∀ D : Matrix n n ℝ, D ≠ 0 → W (s • D) = s ^ k * W D

/-- If `W` has derivative `W'` at `D`, the trace of the mean field with `X` is `W'` along `X`. -/
theorem trace_meanField_mul {W : Matrix n n ℝ → ℝ} {D : Matrix n n ℝ}
    {W' : Matrix n n ℝ →L[ℝ] ℝ} (hW : HasFDerivAt W W' D) (X : Matrix n n ℝ) :
    trace (meanField W D * X) = W' X := by
  -- expand `X` in matrix units
  have hX : X = ∑ i, ∑ j, X i j • Matrix.single i j (1 : ℝ) := by
    simp only [Matrix.smul_single, smul_eq_mul, mul_one]
    exact Matrix.matrix_eq_sum_single X
  have hR : W' X = ∑ i, ∑ j, X i j * W' (Matrix.single i j 1) := by
    conv_lhs => rw [hX]
    simp only [map_sum, map_smul, smul_eq_mul]
  rw [hR, Finset.sum_comm]
  simp only [meanField, hW.fderiv, trace, diag_apply, mul_apply, of_apply]
  exact Finset.sum_congr rfl fun i _ => Finset.sum_congr rfl fun j _ => mul_comm _ _

/-- Euler's theorem for density-matrix functionals: if `W` is differentiable at all nonzero
matrices, it is homogeneous of degree `k` there if and only if its derivative at every nonzero
`D` along `D` itself is `k W(D)`. -/
theorem homogeneous_iff {W : Matrix n n ℝ → ℝ} (hW : ∀ D, D ≠ 0 → DifferentiableAt ℝ W D)
    (k : ℝ) :
    Homogeneous W k ↔ ∀ D, D ≠ 0 → trace (meanField W D * D) = k * W D := by
  -- the derivative of `W` along the ray through `D`
  have ray : ∀ (D : Matrix n n ℝ) (s : ℝ), s • D ≠ 0 →
      HasDerivAt (fun t : ℝ => W (t • D)) (trace (meanField W (s • D) * D)) s := by
    intro D s hs
    rw [trace_meanField_mul (hW _ hs).hasFDerivAt]
    have h : HasDerivAt (fun t : ℝ => t • D) D s := by
      simpa using (hasDerivAt_id s).smul_const D
    exact (hW _ hs).hasFDerivAt.comp_hasDerivAt s h
  constructor
  · -- differentiate the scaling law at `t = 1`
    intro H D hD
    have h1 := ray D 1 (by rwa [one_smul])
    rw [one_smul] at h1
    have h2 : HasDerivAt (fun t : ℝ => t ^ k * W D) (k * W D) 1 := by
      simpa using (Real.hasDerivAt_rpow_const (x := 1) (p := k)
        (Or.inl one_ne_zero)).mul_const (W D)
    refine h1.unique (h2.congr_of_eventuallyEq ?_)
    filter_upwards [Ioi_mem_nhds (one_pos : (0 : ℝ) < 1)] with t ht
    exact H t ht D hD
  · -- on a logarithmic scale the rescaled functional has zero derivative
    intro H s hs D hD
    have hg : ∀ u : ℝ,
        HasDerivAt (fun v : ℝ => Real.exp (-k * v) * W (Real.exp v • D)) 0 u := by
      intro u
      have hu : Real.exp u • D ≠ 0 := smul_ne_zero (Real.exp_pos u).ne' hD
      have h1 : HasDerivAt (fun v : ℝ => W (Real.exp v • D))
          (trace (meanField W (Real.exp u • D) * D) * Real.exp u) u :=
        (ray D _ hu).comp u (Real.hasDerivAt_exp u)
      have h2 : HasDerivAt (fun v : ℝ => Real.exp (-k * v)) (Real.exp (-k * u) * (-k)) u := by
        simpa using ((hasDerivAt_id u).const_mul (-k)).exp
      refine (h2.fun_mul h1).congr_deriv ?_
      have e := H _ hu
      rw [Matrix.mul_smul, trace_smul, smul_eq_mul] at e
      linear_combination Real.exp (-k * u) * e
    have c := is_const_of_deriv_eq_zero (fun u => (hg u).differentiableAt)
      (fun u => (hg u).deriv) (Real.log s) 0
    simp only [Real.exp_log hs, mul_zero, Real.exp_zero, one_smul, one_mul] at c
    rw [Real.rpow_def_of_pos hs, ← c, ← mul_assoc, ← Real.exp_add,
      show Real.log s * k + -k * Real.log s = 0 by ring, Real.exp_zero, one_mul]

end

end HomogeneousIff
```

The error:

```
Main.lean:49:6: error: Type mismatch: After simplification, term
  HasDerivAt.smul_const (hasDerivAt_id s) D
 has type
  @HasDerivAt ℝ DenselyNormedField.toNontriviallyNormedField (Matrix n n ℝ) Matrix.normedAddCommGroup.toAddCommGroup
    Matrix.normedSpace.toModule PseudoMetricSpace.toUniformSpace.toTopologicalSpace ⋯ (fun y => y • D) D s
but is expected to have type
  @HasDerivAt ℝ DenselyNormedField.toNontriviallyNormedField (Matrix n n ℝ) addCommGroup module
    instTopologicalSpaceMatrix ⋯ (fun t => t • D) D s
```

The error is in the step `h`, which says that `t • D` has derivative `D` with respect to `t`. In the message the two types show the same function, derivative and point, and differ only in the structures on the matrix space. The supplied term takes its additive group, module and topology from the local norm instances, `Matrix.normedAddCommGroup` and `Matrix.normedSpace`; the goal uses the direct matrix instances, among them `instTopologicalSpaceMatrix`. These agree by definition, but seeing it requires unfolding more than `simpa` will unfold when it compares the simplified term with the goal.

The repair first states `l1`, with derivative `(1 : ℝ) • D`, and gives `(hasDerivAt_id s).smul_const D` as its proof term directly. Lean's ordinary type check unfolds the instances far enough to accept it. Since `l1` is written out in the same form as `h`, it carries the goal's instances, so once `rwa [one_smul] at l1` has turned `(1 : ℝ) • D` into `D`, it closes the goal.

After these edits no error is left:

```diff
@@ -47,5 +47,7 @@
     rw [trace_meanField_mul (hW _ hs).hasFDerivAt]
     have h : HasDerivAt (fun t : ℝ => t • D) D s := by
-      simpa using (hasDerivAt_id s).smul_const D
+      have l1 : HasDerivAt (fun t : ℝ => t • D) ((1 : ℝ) • D) s :=
+        (hasDerivAt_id s).smul_const D
+      rwa [one_smul] at l1
     exact (hW _ hs).hasFDerivAt.comp_hasDerivAt s h
   constructor
```
